# With P projecting onto core eigenvectors of F, the lowest eigenvalue of F − PF − FP is the lowest valence level exactly when no sign-reversed core level lies below it

## Orbitals, projectors and levels

Let $E$ be a complex inner-product space with a finite orthonormal basis $b_i$, indexed by `ι`. The inner product is linear in its second argument.

```lean
import Mathlib

open Finset

namespace CoreLevelShift

noncomputable section

variable {ι E : Type*} [Fintype ι] [DecidableEq ι]
  [NormedAddCommGroup E] [InnerProductSpace ℂ E]
```

The projector onto one orbital is $P_i u=\langle b_i,u\rangle\,b_i$. Linearity in $u$ makes it a linear map.

```lean
/-- The projector `|b i⟩⟨b i|` onto a single orbital of an orthonormal basis. -/
def orbProj (b : OrthonormalBasis ι ℂ E) (i : ι) : E →ₗ[ℂ] E where
  toFun u := inner ℂ (b i) u • b i
  map_add' u w := by rw [inner_add_right, add_smul]
  map_smul' a u := by simp only [inner_smul_right, mul_smul, RingHom.id_apply]
```

A finite set $C$ of indices labels the core orbitals; all others are valence. The core projector is $P=\sum_{c\in C}P_c$.

```lean
/-- The projector onto the span of the core orbitals `C`. -/
def coreProj (b : OrthonormalBasis ι ℂ E) (C : Finset ι) : E →ₗ[ℂ] E :=
  ∑ c ∈ C, orbProj b c
```

For a linear operator $F$, such as a fixed Fock operator, define $H=F-PF-FP$. In Lean, `∘ₗ` is the operator product.

```lean
/-- The shifted operator `F - PF - FP`. -/
def shifted (F P : E →ₗ[ℂ] E) : E →ₗ[ℂ] E := F - P ∘ₗ F - F ∘ₗ P
```

Let $e_i$ be real orbital energies. The shifted levels are $\lambda_i=-e_i$ for $i\in C$ and $\lambda_i=e_i$ otherwise.

```lean
/-- The orbital energies with the sign of every core level reversed. -/
def level (e : ι → ℝ) (C : Finset ι) (i : ι) : ℝ := if i ∈ C then -e i else e i
```

The lowest eigenvalue will be the least element of the set of real eigenvalues of $H$.

```lean
/-- The set of real eigenvalues of an operator. -/
def energies (H : E →ₗ[ℂ] E) : Set ℝ := {x | Module.End.HasEigenvalue H (x : ℂ)}
```

## Core levels change sign

Orthonormality gives $P_i b_j=\langle b_i,b_j\rangle b_i=\delta_{ij}b_j$.

```lean
variable {b : OrthonormalBasis ι ℂ E} {e : ι → ℝ} {F : E →ₗ[ℂ] E} {C : Finset ι}

/-- An orbital projector keeps its own orbital and annihilates the other basis orbitals. -/
theorem orbProj_basis (i j : ι) : orbProj b i (b j) = if i = j then b j else 0 := by
  change inner ℂ (b i) (b j) • b i = _
  rw [orthonormal_iff_ite.mp b.orthonormal i j]
  split_ifs with h
  · rw [h, one_smul]
  · rw [zero_smul]
```

The physical hypothesis, `hF` in the theorems below, is $Fb_i=e_ib_i$ for every $i$: the core orbitals are exact eigenvectors of the same $F$ as the valence orbitals. Any choice of real levels can be realised, since
$$\Big(\sum_i e_iP_i\Big)b_j=\sum_i e_i\delta_{ij}b_j=e_jb_j.$$

```lean
/-- For any orthonormal basis and any real levels, the operator `∑ i, e i |b i⟩⟨b i|`
has the basis orbitals as eigenvectors with these levels. -/
theorem eigenbasis_witness (b : OrthonormalBasis ι ℂ E) (e : ι → ℝ) (j : ι) :
    (∑ i, (e i : ℂ) • orbProj b i) (b j) = (e j : ℂ) • b j := by
  simp only [LinearMap.sum_apply, LinearMap.smul_apply, orbProj_basis, smul_ite, smul_zero,
    Finset.sum_ite_eq', Finset.mem_univ, if_true]
```

For a core orbital $Pb_i=b_i$, hence $Hb_i=e_ib_i-e_ib_i-e_ib_i=-e_ib_i$. For a valence orbital $Pb_i=0$, and $Hb_i=e_ib_i$. In both cases $Hb_i=\lambda_ib_i$; the proof makes the same split with `by_cases`.

```lean
/-- If the basis orbitals are eigenvectors of `F`, they are eigenvectors of `F - PF - FP`,
with core levels reversed in sign and valence levels unchanged. -/
theorem shifted_basis (hF : ∀ i, F (b i) = (e i : ℂ) • b i) (i : ι) :
    shifted F (coreProj b C) (b i) = (level e C i : ℂ) • b i := by
  have hP : coreProj b C (b i) = if i ∈ C then b i else 0 := by
    simp only [coreProj, LinearMap.sum_apply, orbProj_basis, Finset.sum_ite_eq']
  by_cases h : i ∈ C
  · simp only [shifted, LinearMap.sub_apply, LinearMap.comp_apply, hF, map_smul, hP, level,
      if_pos h]
    push_cast
    module
  · simp [shifted, hF, hP, level, h]
```

The operator $F-2\sum_{c\in C}e_cP_c$ sends $b_i$ to $e_ib_i-2e_ib_i=-e_ib_i$ in the core and to $e_ib_i$ in the valence set. It agrees with $H$ on a basis, so by linearity
$$F-PF-FP=F-2\sum_{c\in C}e_cP_c.$$
The step from basis to operator is `b.toBasis.ext`.

```lean
/-- If the basis orbitals are eigenvectors of `F` with levels `e`, then
`F - PF - FP = F - 2 ∑ e c |b c⟩⟨b c|`, the sum running over the core orbitals. -/
theorem shifted_eq (hF : ∀ i, F (b i) = (e i : ℂ) • b i) :
    shifted F (coreProj b C) = F - (2 : ℂ) • ∑ c ∈ C, (e c : ℂ) • orbProj b c := by
  -- two linear maps agree once they agree on the eigenbasis
  apply b.toBasis.ext
  intro i
  have hS : (∑ c ∈ C, (e c : ℂ) • orbProj b c) (b i) =
      if i ∈ C then (e i : ℂ) • b i else 0 := by
    simp only [LinearMap.sum_apply, LinearMap.smul_apply, orbProj_basis, smul_ite, smul_zero,
      Finset.sum_ite_eq']
  rw [OrthonormalBasis.coe_toBasis, shifted_basis hF, LinearMap.sub_apply,
    LinearMap.smul_apply, hS, hF]
  by_cases h : i ∈ C
  · simp only [level, if_pos h]
    push_cast
    module
  · simp [level, h]
```

## The spectrum consists of the shifted levels

Expand $u=\sum_j\langle b_j,u\rangle b_j$ and apply $H$:
$$\langle b_i,Hu\rangle=\sum_j\lambda_j\langle b_j,u\rangle\langle b_i,b_j\rangle=\lambda_i\langle b_i,u\rangle.$$

```lean
/-- In the eigenbasis of `F`, the shifted operator multiplies each component of an orbital
by the corresponding shifted level. -/
theorem inner_shifted (hF : ∀ i, F (b i) = (e i : ℂ) • b i) (i : ι) (u : E) :
    inner ℂ (b i) (shifted F (coreProj b C) u) = (level e C i : ℂ) * inner ℂ (b i) u := by
  conv_lhs => rw [← b.sum_repr' u]
  rw [map_sum, inner_sum]
  simp only [map_smul, shifted_basis hF, inner_smul_right,
    orthonormal_iff_ite.mp b.orthonormal, mul_ite, mul_one, mul_zero, Finset.sum_ite_eq,
    Finset.mem_univ, if_true]
  ring
```

If $Hu=\mu u$ with $u\neq0$, then $\mu\langle b_i,u\rangle=\lambda_i\langle b_i,u\rangle$ for every $i$. Were $\mu$ different from all $\lambda_i$, every component would vanish and $u$ would be zero. Conversely, each $\lambda_i$ has the eigenvector $b_i$. Here $\mu$ may be any complex number, so restricting `energies` to real values loses no eigenvalue.

```lean
/-- If the basis orbitals are eigenvectors of `F` with levels `e`, the complex eigenvalues of
`F - PF - FP` are exactly the shifted levels. -/
theorem eigenvalue_iff (hF : ∀ i, F (b i) = (e i : ℂ) • b i) (μ : ℂ) :
    Module.End.HasEigenvalue (shifted F (coreProj b C)) μ ↔
      ∃ i, (level e C i : ℂ) = μ := by
  constructor
  · intro h
    obtain ⟨u, hu⟩ := h.exists_hasEigenvector
    by_contra hne
    -- if μ is not a level, every component of the eigenvector vanishes
    apply hu.2
    rw [← b.sum_repr' u]
    apply Finset.sum_eq_zero
    intro i _
    have h1 := inner_shifted (C := C) hF i u
    rw [hu.apply_eq_smul, inner_smul_right] at h1
    have h2 : inner ℂ (b i) u = 0 := by
      by_contra h0
      exact hne ⟨i, (mul_right_cancel₀ h0 h1).symm⟩
    rw [h2, zero_smul]
  · rintro ⟨i, rfl⟩
    exact Module.End.hasEigenvalue_of_hasEigenvector
      ⟨Module.End.mem_eigenspace_iff.mpr (shifted_basis hF i), b.orthonormal.ne_zero i⟩
```

## When the lowest valence level is lowest overall

Let $v\notin C$ satisfy $e_v\le e_j$ for all $j\notin C$; the existence of $v$ makes the valence set nonempty. If $e_v$ is the least eigenvalue, it lies at or below each eigenvalue $-e_c$. Conversely, if $e_v\le-e_c$ for all $c\in C$, then $e_v=\lambda_v$ is an eigenvalue and lies at or below every $\lambda_i$. Hence
$$\min_i\lambda_i=e_v\iff -e_c\ge e_v\ \text{ for all }c\in C.$$
`IsLeast` expresses both membership and minimality. Equality $-e_c=e_v$ is allowed, in which case a core orbital shares the lowest eigenvalue.

Suppose a valence-only calculation in a finite orbital space minimises $\langle u,Hu\rangle$ over normalised $u$, with $F$ fixed and the core orbitals exact eigenvectors of it. The condition then tells whether the minimum is the lowest valence level or a reversed core level below it.

```lean
/-- Let `F` have the orthonormal eigenbasis `b` with levels `e`, and let `v` be a lowest
valence orbital. The lowest eigenvalue of `F - PF - FP` is `e v` if and only if
`-e c ≥ e v` for every core orbital `c`. -/
theorem lowest_eq_valence_iff (hF : ∀ i, F (b i) = (e i : ℂ) • b i) {v : ι} (hv : v ∉ C)
    (hmin : ∀ j, j ∉ C → e v ≤ e j) :
    IsLeast (energies (shifted F (coreProj b C))) (e v) ↔ ∀ c ∈ C, e v ≤ -e c := by
  have hE : energies (shifted F (coreProj b C)) = Set.range (level e C) := by
    ext x
    change Module.End.HasEigenvalue _ (x : ℂ) ↔ _
    rw [eigenvalue_iff hF]
    simp only [Complex.ofReal_inj, Set.mem_range]
  rw [hE]
  constructor
  · intro h c hc
    have h1 := h.2 (Set.mem_range_self c)
    simpa only [level, if_pos hc] using h1
  · intro h
    refine ⟨⟨v, by simp [level, hv]⟩, ?_⟩
    rintro _ ⟨i, rfl⟩
    by_cases hi : i ∈ C
    · simpa only [level, if_pos hi] using h i hi
    · simpa only [level, if_neg hi] using hmin i hi
```

If $e_v\le0$ and every $e_c\le0$, then $e_v\le0\le-e_c$, and the condition holds.

```lean
/-- Let `F` have the orthonormal eigenbasis `b` with levels `e`, and let `v` be a lowest valence
orbital. If neither `e v` nor any core level is positive, the lowest eigenvalue of `F - PF - FP` is
the lowest valence level. -/
theorem lowest_eq_valence_of_nonpos (hF : ∀ i, F (b i) = (e i : ℂ) • b i) {v : ι}
    (hv : v ∉ C) (hmin : ∀ j, j ∉ C → e v ≤ e j) (hv0 : e v ≤ 0)
    (hc0 : ∀ c ∈ C, e c ≤ 0) :
    IsLeast (energies (shifted F (coreProj b C))) (e v) :=
  (lowest_eq_valence_iff hF hv hmin).mpr fun c hc => by linarith [hc0 c hc]
```

The minimum can also be a sign-reversed core level. Let $c$ be a highest core orbital, so $-e_c\le-e_d$ for all $d\in C$. If also $-e_c\le e_j$ for every valence $j$, the lowest eigenvalue is $-e_c$.

```lean
/-- Let `F` have the orthonormal eigenbasis `b` with levels `e`. If `c` is a highest core orbital
and `-e c` lies at or below every valence level, then the lowest eigenvalue of `F - PF - FP` is
`-e c`. -/
theorem lowest_eq_core (hF : ∀ i, F (b i) = (e i : ℂ) • b i) {c : ι} (hc : c ∈ C)
    (hmax : ∀ d ∈ C, e d ≤ e c) (hlow : ∀ j, j ∉ C → -e c ≤ e j) :
    IsLeast (energies (shifted F (coreProj b C))) (-e c) := by
  constructor
  · exact (eigenvalue_iff hF _).mpr ⟨c, by simp [level, hc]⟩
  · intro x hx
    obtain ⟨i, hi⟩ := (eigenvalue_iff hF (x : ℂ)).mp hx
    rw [← Complex.ofReal_inj.mp hi]
    by_cases h : i ∈ C
    · simpa only [level, if_pos h] using neg_le_neg (hmax i h)
    · simpa only [level, if_neg h] using hlow i h
```

## The same condition as a variational bound

Let $\varepsilon\le e_j$ for every valence $j$. Inserting the components of $Hu$ gives
$$\langle u,Hu\rangle=\sum_i\lambda_i|\langle b_i,u\rangle|^2,\qquad \|u\|^2=\sum_i|\langle b_i,u\rangle|^2.$$
If $\varepsilon\le-e_c$ for all $c\in C$, then $\varepsilon\le\lambda_i$ for all $i$, and summing term by term yields $\varepsilon\|u\|^2\le\langle u,Hu\rangle$. For normalised $u$ this bounds the expectation value of $H$ itself. Conversely, the trial orbital $u=b_c$ turns the bound into $\varepsilon\le-e_c$. Lean takes the real part because its inner product is complex-valued.

```lean
/-- Let `F` have the orthonormal eigenbasis `b` with levels `e`, and let `ε` lie at or below every
valence level. With `H = F - PF - FP`, the bound `ε ‖u‖² ≤ Re ⟨u, H u⟩` holds for all vectors `u` if
and only if `-e c ≥ ε` for every core orbital `c`. -/
theorem variational_bound_iff (hF : ∀ i, F (b i) = (e i : ℂ) • b i) {ε : ℝ}
    (hε : ∀ j, j ∉ C → ε ≤ e j) :
    (∀ u : E, ε * ‖u‖ ^ 2 ≤ (inner ℂ u (shifted F (coreProj b C) u)).re) ↔
      ∀ c ∈ C, ε ≤ -e c := by
  constructor
  · intro h c hc
    -- the core orbital itself is the critical trial function
    have h1 := h (b c)
    rw [shifted_basis hF, inner_smul_right, orthonormal_iff_ite.mp b.orthonormal c c,
      if_pos rfl, mul_one, Complex.ofReal_re, b.orthonormal.1 c, one_pow, mul_one] at h1
    simpa only [level, if_pos hc] using h1
  · intro h u
    -- `⟨u, H u⟩` is the sum of the shifted levels weighted by the squared components of `u`
    rw [← b.sum_inner_mul_inner u (shifted F (coreProj b C) u), Complex.re_sum,
      ← b.sum_sq_norm_inner_right u, Finset.mul_sum]
    apply Finset.sum_le_sum
    intro i _
    have h1 : (inner ℂ u (b i) * inner ℂ (b i) (shifted F (coreProj b C) u)).re =
        level e C i * ‖inner ℂ (b i) u‖ ^ 2 := by
      rw [inner_shifted hF, ← inner_conj_symm u (b i), Complex.sq_norm, Complex.normSq_apply]
      simp only [Complex.mul_re, Complex.mul_im, Complex.conj_re, Complex.conj_im,
        Complex.ofReal_re, Complex.ofReal_im]
      ring
    have h2 : ε ≤ level e C i := by
      by_cases hi : i ∈ C
      · simpa only [level, if_pos hi] using h i hi
      · simpa only [level, if_neg hi] using hε i hi
    rw [h1]
    exact mul_le_mul_of_nonneg_right h2 (sq_nonneg _)

end

end CoreLevelShift
```

```lean
#print axioms CoreLevelShift.shifted_eq
-- 'CoreLevelShift.shifted_eq' depends on axioms: [propext, Classical.choice, Quot.sound]
#print axioms CoreLevelShift.lowest_eq_valence_of_nonpos
-- 'CoreLevelShift.lowest_eq_valence_of_nonpos' depends on axioms: [propext, Classical.choice, Quot.sound]
#print axioms CoreLevelShift.lowest_eq_core
-- 'CoreLevelShift.lowest_eq_core' depends on axioms: [propext, Classical.choice, Quot.sound]
#print axioms CoreLevelShift.variational_bound_iff
-- 'CoreLevelShift.variational_bound_iff' depends on axioms: [propext, Classical.choice, Quot.sound]
```
